# A cosine band with no vanishing hopping has binomial(d, j) critical points with j negative Hessian entries

Counting the critical points of a crystal band, the wave vectors at which its gradient vanishes, requires a choice of which wave vectors to count, because the band repeats itself in \(k\)-space. Here each component \(k_i\) runs over the half-open interval \([0, 2\pi)\), so that every crystal momentum appears once; the closed interval would count \(0\) and \(2\pi\) as two points. Derivatives are taken on all of \(\mathbb{R}^d\), so points on the edge of the cell need no special treatment.

Critical points matter because the density of states has its van Hove singularities at their energies. For direct optical transitions, which leave \(k\) unchanged, the relevant function is the difference of two bands. For non-interacting electrons in two cosine bands, that difference is again a cosine band up to a constant, with coefficients that can be positive, negative or zero. The counts below require that none is zero.

```lean
import Mathlib

open scoped Real

namespace BandCriticalPoints

noncomputable section

variable {d : ℕ}
```

## The band and its derivatives

Take a simple hypercubic lattice in \(d\) dimensions (a chain, a square lattice or a simple cubic lattice for \(d = 1, 2, 3\)) with one orbital per site, orthogonal to the orbitals on all other sites, and real hopping amplitudes. Measured from the on-site energy, its nearest-neighbour band is

\[
E(k) = -\sum_i t_i \cos k_i .
\]

The component \(k_i\) is dimensionless: it is the wave vector along axis \(i\) times the lattice constant. The coefficient \(t_i\) is real and has the unit of energy. Textbooks often write \(-2t\cos ka\), so \(t_i\) is twice the usual hopping amplitude. In Lean, both `t` and `k` are functions from the \(d\) directions, `Fin d`, to the real numbers.

```lean
/-- The band `E(k) = -∑ tᵢ cos kᵢ` of nearest-neighbour tight binding on a simple hypercubic lattice
in `d` dimensions, with one orbital per site. -/
def band (t k : Fin d → ℝ) : ℝ := -∑ i, t i * Real.cos (k i)
```

The partial derivative \(\partial_i f\) is the total derivative of \(f\) applied to the unit vector along axis \(i\), written `Pi.single i 1`.

```lean
/-- The partial derivative of a function of the wave vector along direction `i`. -/
def partialDeriv (i : Fin d) (f : (Fin d → ℝ) → ℝ) (k : Fin d → ℝ) : ℝ :=
  fderiv ℝ f k (Pi.single i 1)
```

The Hessian has the entries \(H_{ij} = \partial_i \partial_j f\). It is defined for any function \(f\), so its diagonal form for the band is something to be proved.

```lean
/-- The Hessian: the matrix of second partial derivatives. -/
def hessian (f : (Fin d → ℝ) → ℝ) (k : Fin d → ℝ) : Matrix (Fin d) (Fin d) ℝ :=
  Matrix.of fun i j => partialDeriv i (partialDeriv j f) k
```

A critical point is a wave vector in the cell at which the total derivative of the band is zero.

```lean
/-- The critical points of the band in the cell `[0, 2π)^d`: the derivative vanishes there. -/
def criticalPoints (t : Fin d → ℝ) : Set (Fin d → ℝ) :=
  {k | (∀ i, k i ∈ Set.Ico 0 (2 * π)) ∧ fderiv ℝ (band t) k = 0}
```

Critical points are sorted by the number \(j\) of negative diagonal Hessian entries. For a diagonal Hessian this is the number of axes along which the band curves downwards. If, in addition, no diagonal entry is zero, \(j = 0\) is a minimum, \(j = d\) a maximum, and anything between is a saddle.

```lean
/-- The critical points at which exactly `j` diagonal entries of the Hessian are negative. -/
def criticalOfIndex (t : Fin d → ℝ) (j : ℕ) : Set (Fin d → ℝ) :=
  {k | k ∈ criticalPoints t ∧
    (Finset.univ.filter fun i => hessian (band t) k i i < 0).card = j}
```

To count the points, each set \(s\) of directions is given one point with components \(0\) or \(\pi\). If all \(t_i\) are positive, \(k_i = \pi\) for \(i \in s\) and \(k_i = 0\) otherwise. For a negative \(t_i\) the two values are exchanged.

```lean
/-- The corner of `{0, π}^d` assigned to a set `s` of directions: `kᵢ = π` when
`i ∈ s` and `tᵢ > 0` are both true or both false, and `kᵢ = 0` otherwise. -/
def corner (t : Fin d → ℝ) (s : Finset (Fin d)) : Fin d → ℝ :=
  fun i => if (i ∈ s ↔ 0 < t i) then π else 0
```

Since \(\frac{d}{dx}(-t_i\cos x) = t_i \sin x\), the differential of the band is

\[
dE = \sum_i t_i \sin k_i \, dk_i .
\]

The proof differentiates the sum term by term and applies the chain rule to each coordinate projection. Lean's `fderiv` is zero by convention where a function has no derivative; the differentiability shown here ensures that no critical point arises in that way.

```lean
/-- The band is differentiable, and its gradient has the components `tᵢ sin kᵢ`. -/
theorem hasFDerivAt_band (t k : Fin d → ℝ) :
    HasFDerivAt (band t)
      (∑ i, (t i * Real.sin (k i)) •
        (ContinuousLinearMap.proj i : (Fin d → ℝ) →L[ℝ] ℝ)) k := by
  have hb : band t = fun q => ∑ i, -(t i * Real.cos (q i)) := by
    funext q
    simp [band]
  rw [hb]
  refine HasFDerivAt.fun_sum fun i _ => ?_
  have h1 : HasFDerivAt (fun q : Fin d → ℝ => q i)
      (ContinuousLinearMap.proj i : (Fin d → ℝ) →L[ℝ] ℝ) k := hasFDerivAt_apply i k
  have h2 : HasDerivAt (fun x => -(t i * Real.cos x)) (t i * Real.sin (k i)) (k i) :=
    ((Real.hasDerivAt_cos (k i)).const_mul (t i)).fun_neg.congr_deriv (by ring)
  have h3 := h2.comp_hasFDerivAt k h1
  exact h3
```

Applied to the unit vector along axis \(i\), the differential leaves one term, \(\partial_i E = t_i \sin k_i\).

```lean
/-- The slope of the band along direction `i` is `tᵢ sin kᵢ`. -/
theorem partialDeriv_band (t : Fin d → ℝ) (i : Fin d) :
    partialDeriv i (band t) = fun k => t i * Real.sin (k i) := by
  funext k
  rw [partialDeriv, (hasFDerivAt_band t k).fderiv]
  simp [sum_apply, Pi.single_apply]
```

A second differentiation gives

\[
\partial_i \partial_j E = \partial_i (t_j \sin k_j) =
\begin{cases} t_i \cos k_i & i = j,\\ 0 & i \neq j. \end{cases}
\]

The Lean proof splits into the same two cases.

```lean
/-- The Hessian of the band is diagonal, with the entries `tᵢ cos kᵢ`. -/
theorem hessian_band (t k : Fin d → ℝ) :
    hessian (band t) k = Matrix.diagonal fun i => t i * Real.cos (k i) := by
  ext i j
  have h1 : HasFDerivAt (fun q : Fin d → ℝ => q j)
      (ContinuousLinearMap.proj j : (Fin d → ℝ) →L[ℝ] ℝ) k := hasFDerivAt_apply j k
  have h2 : HasDerivAt (fun x => t j * Real.sin x) (t j * Real.cos (k j)) (k j) :=
    (Real.hasDerivAt_sin (k j)).const_mul (t j)
  have h3 : HasFDerivAt (fun q : Fin d → ℝ => t j * Real.sin (q j))
      ((t j * Real.cos (k j)) •
        (ContinuousLinearMap.proj j : (Fin d → ℝ) →L[ℝ] ℝ)) k := by
    have h := h2.comp_hasFDerivAt k h1
    exact h
  rw [hessian, Matrix.of_apply, partialDeriv_band, partialDeriv, h3.fderiv]
  by_cases hij : i = j
  · subst hij
    simp
  · simp [Matrix.diagonal_apply_ne _ hij, Ne.symm hij]
```

## Flat points and their curvature

Let every \(t_i\) be non-zero, which includes the usual case \(t_i > 0\). At a critical point \(t_i \sin k_i = 0\), hence \(\sin k_i = 0\), for every \(i\). If \(0 \le k_i < \pi\), the only zero of the sine is \(k_i = 0\). If \(\pi \le k_i < 2\pi\), then \(k_i - \pi\) lies in \([0, \pi)\) and \(\sin(k_i - \pi) = -\sin k_i = 0\), so \(k_i = \pi\). Conversely, \(\sin 0 = \sin \pi = 0\), and both values lie in the cell. The critical points are therefore exactly the points of \(\{0, \pi\}^d\).

```lean
/-- If no hopping `tᵢ` vanishes, the critical points in the cell `[0, 2π)^d` are exactly
the points whose components are all `0` or `π`. -/
theorem criticalPoints_eq (t : Fin d → ℝ) (ht : ∀ i, t i ≠ 0) :
    criticalPoints t = {k | ∀ i, k i = 0 ∨ k i = π} := by
  have hpi := Real.pi_pos
  ext k
  constructor
  · rintro ⟨hk, hgrad⟩ i
    have hp := congrFun (partialDeriv_band t i) k
    rw [partialDeriv, hgrad] at hp
    have hs : Real.sin (k i) = 0 :=
      (mul_eq_zero.mp (by simpa using hp.symm)).resolve_left (ht i)
    obtain ⟨h0, h2⟩ := hk i
    -- the zeros of the sine in one period
    rcases lt_or_ge (k i) π with h | h
    · exact Or.inl ((Real.sin_eq_zero_iff_of_lt_of_lt (by linarith) h).mp hs)
    · have hs' : Real.sin (k i - π) = 0 := by rw [Real.sin_sub_pi, hs, neg_zero]
      have := (Real.sin_eq_zero_iff_of_lt_of_lt (by linarith) (by linarith)).mp hs'
      exact Or.inr (by linarith)
  · intro hk
    refine ⟨fun i => ?_, ?_⟩
    · rcases hk i with h | h <;> rw [h] <;> constructor <;> linarith
    · rw [(hasFDerivAt_band t k).fderiv]
      refine Finset.sum_eq_zero fun i _ => ?_
      rcases hk i with h | h <;> simp [h]
```

At such a point \(\cos k_i = \pm 1\), and the determinant of the diagonal Hessian is

\[
\det H = \prod_i t_i \cos k_i = \pm \prod_i t_i \neq 0 .
\]

The Hessian is thus invertible at every critical point.

```lean
/-- If no hopping vanishes, the Hessian is invertible at every critical point. -/
theorem hessian_det_ne_zero (t : Fin d → ℝ) (ht : ∀ i, t i ≠ 0)
    {k : Fin d → ℝ} (hk : k ∈ criticalPoints t) : (hessian (band t) k).det ≠ 0 := by
  rw [criticalPoints_eq t ht] at hk
  rw [hessian_band, Matrix.det_diagonal]
  refine Finset.prod_ne_zero_iff.mpr fun i _ => mul_ne_zero (ht i) ?_
  rcases hk i with h | h <;> simp [h]
```

If some \(t_i\) is zero, the band is flat along that axis. The product then contains a zero factor at every \(k\), critical or not.

```lean
/-- If one hopping vanishes, the Hessian is singular at every wave vector. -/
theorem hessian_det_eq_zero (t k : Fin d → ℝ) {i : Fin d} (hi : t i = 0) :
    (hessian (band t) k).det = 0 := by
  rw [hessian_band, Matrix.det_diagonal]
  exact Finset.prod_eq_zero (Finset.mem_univ i) (by simp [hi])
```

## Counting by sets of directions

The sign of \(H_{ii} = t_i \cos k_i\) at the point assigned to \(s\) follows from four cases. For \(t_i > 0\), the entry is \(-t_i < 0\) if \(i \in s\) and \(t_i > 0\) if not. For \(t_i < 0\), it is \(t_i < 0\) if \(i \in s\) and \(-t_i > 0\) if not. Either way, the entry is negative exactly when \(i \in s\).

```lean
/-- If no hopping vanishes, the Hessian at the corner assigned to `s` is negative
exactly along the directions in `s`. -/
theorem hessian_corner_neg_iff (t : Fin d → ℝ) (ht : ∀ i, t i ≠ 0)
    (s : Finset (Fin d)) (i : Fin d) :
    hessian (band t) (corner t s) i i < 0 ↔ i ∈ s := by
  rw [hessian_band, Matrix.diagonal_apply_eq]
  rcases lt_or_gt_of_ne (ht i) with h | h <;> by_cases hs : i ∈ s <;>
    simp [corner, hs, h, not_lt.mpr h.le]
```

The set \(s\) can therefore be read off from its point, so different sets give different points; this is `hinj`. Conversely, take a critical point with \(j\) negative entries and let \(s\) be the set of its negative directions. Checking the signs of \(t_i\) and the values \(k_i = 0, \pi\) shows that the point assigned to \(s\) is the one we started from. This is the main part of `himg`, which identifies the critical points with \(j\) negative entries with the \(j\)-element sets of directions. There are

\[
\binom{d}{j}
\]

such sets, and none for \(j > d\). The count `encard` takes values in the natural numbers together with infinity, so the theorem also says that the set is finite.

The name `morse_count` recalls the Morse inequalities. They say that every smooth periodic band with invertible Hessians at its critical points has at least \(\binom{d}{j}\) critical points per cell at which the Hessian has \(j\) negative eigenvalues. For the cosine band the Hessian is diagonal, so its eigenvalues are the diagonal entries counted here; for a general band the two counts can differ. The theorem gives the exact count for the cosine band and does not prove the general bound.

```lean
/-- If no hopping vanishes, exactly `binomial(d, j)` critical points of the band have
`j` negative Hessian entries. -/
theorem morse_count (t : Fin d → ℝ) (ht : ∀ i, t i ≠ 0) (j : ℕ) :
    (criticalOfIndex t j).encard = (d.choose j : ℕ∞) := by
  have hinj : Function.Injective (corner t) := by
    intro s s' h
    ext i
    rw [← hessian_corner_neg_iff t ht s i, h, hessian_corner_neg_iff t ht s' i]
  -- critical points with j negative entries correspond to j-element sets of directions
  have himg : criticalOfIndex t j =
      corner t '' (Finset.powersetCard j (Finset.univ : Finset (Fin d)) :
        Set (Finset (Fin d))) := by
    ext k
    constructor
    · rintro ⟨hk, hj⟩
      rw [criticalPoints_eq t ht] at hk
      refine ⟨Finset.univ.filter fun i => hessian (band t) k i i < 0, ?_, ?_⟩
      · exact Finset.mem_coe.mpr
          (Finset.mem_powersetCard.mpr ⟨Finset.subset_univ _, hj⟩)
      · funext i
        rcases lt_or_gt_of_ne (ht i) with h | h <;> rcases hk i with h0 | h0 <;>
          simp [corner, hessian_band, h0, h, not_lt.mpr h.le]
    · rintro ⟨s, hs, rfl⟩
      have hcard := (Finset.mem_powersetCard.mp (Finset.mem_coe.mp hs)).2
      refine ⟨?_, ?_⟩
      · rw [criticalPoints_eq t ht]
        intro i
        unfold corner
        split_ifs
        · exact Or.inr rfl
        · exact Or.inl rfl
      · simp only [hessian_corner_neg_iff t ht s]
        simpa using hcard
  rw [himg, hinj.encard_image, Set.encard_coe_eq_coe_finsetCard,
    Finset.card_powersetCard, Finset.card_univ, Fintype.card_fin]
```

For \(d \ge 1\) the binomial theorem gives

\[
\sum_{j=0}^{d} (-1)^j \binom{d}{j} = (1 - 1)^d = 0 .
\]

For \(d = 0\) the sum is \(1\), from the single point of a zero-dimensional cell. Here `ncard` is the same count as a natural number, and the sum is taken over the integers.

```lean
/-- In dimension at least one, with no vanishing hopping, the numbers of critical points
with `j` negative Hessian entries have alternating sum zero. -/
theorem alternating_sum_eq_zero (hd : 1 ≤ d) (t : Fin d → ℝ) (ht : ∀ i, t i ≠ 0) :
    ∑ j ∈ Finset.range (d + 1), (-1 : ℤ) ^ j * ((criticalOfIndex t j).ncard : ℤ) = 0 := by
  have h : ∀ j, (criticalOfIndex t j).ncard = d.choose j := by
    intro j
    rw [Set.ncard_def, morse_count t ht, ENat.toNat_natCast]
  simp only [h]
  exact Int.alternating_sum_range_choose_of_ne (by omega)
```

In two dimensions with positive \(t_i\) there are one minimum, two saddles and one maximum. The two coefficients may differ, so the name `square_lattice` also takes in rectangular anisotropy.

```lean
/-- Square lattice with positive hoppings: 1, 2 and 1 critical points have 0, 1 and 2
negative Hessian entries. -/
theorem square_lattice (t : Fin 2 → ℝ) (ht : ∀ i, 0 < t i) :
    (criticalOfIndex t 0).encard = 1 ∧ (criticalOfIndex t 1).encard = 2 ∧
      (criticalOfIndex t 2).encard = 1 := by
  have h := morse_count t fun i => (ht i).ne'
  refine ⟨?_, ?_, ?_⟩ <;> rw [h] <;> norm_num [Nat.choose]
```

In three dimensions the counts are 1, 3, 3, 1: one minimum, three saddles of each kind and one maximum. Again the coefficients need not be equal.

```lean
/-- Cubic lattice with positive hoppings: 1, 3, 3 and 1 critical points have 0, 1, 2 and 3
negative Hessian entries. -/
theorem cubic_lattice (t : Fin 3 → ℝ) (ht : ∀ i, 0 < t i) :
    (criticalOfIndex t 0).encard = 1 ∧ (criticalOfIndex t 1).encard = 3 ∧
      (criticalOfIndex t 2).encard = 3 ∧ (criticalOfIndex t 3).encard = 1 := by
  have h := morse_count t fun i => (ht i).ne'
  refine ⟨?_, ?_, ?_, ?_⟩ <;> rw [h] <;> norm_num [Nat.choose]

end

end BandCriticalPoints
```

The counting theorems apply to the band of a material, or to its interband energy difference, only if that function has this cosine form with no vanishing coefficient, which has to be established separately. Hopping to more distant neighbours adds terms that can create further critical points.

```lean
#print axioms BandCriticalPoints.morse_count
-- 'BandCriticalPoints.morse_count' depends on axioms: [propext, Classical.choice, Quot.sound]
#print axioms BandCriticalPoints.alternating_sum_eq_zero
-- 'BandCriticalPoints.alternating_sum_eq_zero' depends on axioms: [propext, Classical.choice, Quot.sound]
#print axioms BandCriticalPoints.square_lattice
-- 'BandCriticalPoints.square_lattice' depends on axioms: [propext, Classical.choice, Quot.sound]
#print axioms BandCriticalPoints.cubic_lattice
-- 'BandCriticalPoints.cubic_lattice' depends on axioms: [propext, Classical.choice, Quot.sound]
```
